# In a locally flat model of a Gaussian rough interface, a fixed transmitted amplitude gives the Névot–Croce factor and a fixed incident amplitude the Debye–Waller factor

## An interface with two heights

Let an interface sit at height $+d$ or $-d$ with equal probability. A wave comes down on it with amplitude $a$, is reflected with amplitude $b$ and transmitted with amplitude $t$. The wavenumbers normal to the surface are $k_1>0$ above and $k_2>0$ below. Write $r=(k_1-k_2)/(k_1+k_2)$ for the Fresnel coefficient of a flat interface at height zero.

At height $h$, continuity of the wave and its slope makes $a$ proportional to $t\,e^{i(k_1-k_2)h}$ and $b$ to $t\,e^{-i(k_1+k_2)h}$, as derived below. Their ratio is $b/a=r\,e^{-2ik_1h}$. With angle brackets for the average over heights, there are two cases for small $d$:

- If $a$ is the same at both heights, $\langle b\rangle/a=r\cos(2k_1d)\approx r(1-2k_1^2d^2)$.
- If $t$ is the same at both heights, $\langle b\rangle/\langle a\rangle=r\,\dfrac{\cos((k_1+k_2)d)}{\cos((k_1-k_2)d)}\approx r(1-2k_1k_2d^2)$.

The roughness is the same in both cases, but the damping depends on which amplitude is held fixed. The Lean file treats Gaussian heights, for which the two corrections become exact exponentials.

## What is held fixed over the surface

Holding $a$ fixed means that the same undisturbed incident wave meets every patch of the surface. Holding $t$ fixed means that one coherent plane wave travels below the interface, and the incident amplitude needed to produce it varies with the local height. Both are assumptions about the field, not consequences of a wave equation solved for a rough surface.

In simulations of specular X-ray or neutron reflectivity, the choice of factor affects the roughness inferred from a given damping; the comparison here is for a single non-absorbing interface with Gaussian heights. The factors multiply averaged amplitudes, so the coherent specular reflectivity $|\langle b\rangle|^2/|\langle a\rangle|^2$ carries their squares.

## Statements and conventions

The height axis points up, and the downward wave is $e^{-ik_1z}$. The Lean objects are:

- `heightMean s f` is the average of $f$ over a Gaussian height with mean zero and variance $s^2$.
- `phase q z` is $e^{iqz}$.
- `nevotCroce k₁ k₂ s` is $e^{-2k_1k_2s^2}$, and `debyeWaller k₁ s` is $e^{-2k_1^2s^2}$.
- `Matches k₁ k₂ h a b t` states continuity of value and slope at height $h$.

The main theorems say:

1. `phase_mean_ratio`: for all real $k_1,k_2,s$, the mean of $e^{i(k_1+k_2)z}$ divided by the mean of $e^{i(k_1-k_2)z}$ is the Névot–Croce factor.
2. `nevotCroce_reflection`: if $k_1,k_2>0$ and matching holds at every height with the same $t\neq0$, then $\langle a\rangle\neq0$ and $\langle b\rangle/\langle a\rangle=r\,e^{-2k_1k_2s^2}$.
3. `debyeWaller_reflection`: if $k_1,k_2>0$ and matching holds at every height with the same $a$, then $\langle b\rangle=r\,e^{-2k_1^2s^2}a$.
4. `debyeWaller_lt_nevotCroce_iff`: for $k_1>0$ and $s\neq0$, the Névot–Croce factor is strictly the larger exactly when $k_2<k_1$.

The wave is scalar and the wavenumbers are real, which leaves out absorption and total reflection. Each height is treated as a locally flat interface, so lateral correlations and diffuse scattering do not enter.

## Derivation by matching and averaging

**Mean phase.** For $s>0$, complete the square in the Gaussian integral:
$$-\frac{z^2}{2s^2}+iqz=-\frac{(z-iqs^2)^2}{2s^2}-\frac{q^2s^2}{2}.$$
Shifting the contour leaves a normalised Gaussian, so $\langle e^{iqz}\rangle=e^{-q^2s^2/2}$. At $s=0$ the height is zero and both sides are 1. Since $(k_1+k_2)^2-(k_1-k_2)^2=4k_1k_2$,
$$\frac{\langle e^{i(k_1+k_2)z}\rangle}{\langle e^{i(k_1-k_2)z}\rangle}=e^{-2k_1k_2s^2}.$$

**Matching.** At height $h$,
$$a e^{-ik_1h}+b e^{ik_1h}=t e^{-ik_2h},\qquad k_1(b e^{ik_1h}-a e^{-ik_1h})=-k_2t e^{-ik_2h}.$$
Multiply the first equation by $k_1$, then subtract or add the second:
$$2k_1a=(k_1+k_2)\,t\,e^{i(k_1-k_2)h},\qquad 2k_1b=(k_1-k_2)\,t\,e^{-i(k_1+k_2)h}.$$
For $k_1\neq0$ these steps can be reversed, so any $t$ admits suitable $a$ and $b$ at every height.

**Fixed $t$.** Average the two formulas separately. The mean phase is even in $q$, so the sign in $e^{-i(k_1+k_2)h}$ does not matter. The mean $\langle a\rangle$ is a product of nonzero factors. Dividing cancels $2k_1$ and $t$ and leaves $r\,e^{-2k_1k_2s^2}$.

**Fixed $a$.** Eliminating $t$ gives $(k_1+k_2)b=(k_1-k_2)a\,e^{-2ik_1h}$. The mean phase at $q=-2k_1$ is $e^{-2k_1^2s^2}$, which gives the Debye–Waller result.

**Comparison.** The exponential is increasing, so the inequality between the factors is equivalent to $-2k_1^2s^2<-2k_1k_2s^2$. Dividing by $2k_1s^2>0$ turns this into $k_2<k_1$.

## The Lean file

```lean
import Mathlib

open MeasureTheory ProbabilityTheory Complex

namespace RoughInterfaceReflection

noncomputable section

/-- Average of `f` over a centred Gaussian interface height of variance `s ^ 2`. -/
def heightMean (s : ℝ) (f : ℝ → ℂ) : ℂ :=
  ∫ z, f z ∂(gaussianReal 0 (s ^ 2).toNNReal)

/-- The plane-wave factor `exp (i q z)`. -/
def phase (q z : ℝ) : ℂ := Complex.exp (I * (q * z))

/-- The Névot-Croce factor `exp (-2 k₁ k₂ s²)`. -/
def nevotCroce (k₁ k₂ s : ℝ) : ℝ := Real.exp (-2 * k₁ * k₂ * s ^ 2)

/-- The Debye-Waller factor `exp (-2 k₁² s²)`. -/
def debyeWaller (k₁ s : ℝ) : ℝ := Real.exp (-2 * k₁ ^ 2 * s ^ 2)

/-- Continuity of value and slope at height `h` between the wave
`a exp (-i k₁ z) + b exp (i k₁ z)` above and the wave `t exp (-i k₂ z)` below. -/
def Matches (k₁ k₂ h : ℝ) (a b t : ℂ) : Prop :=
  a * phase (-k₁) h + b * phase k₁ h = t * phase (-k₂) h ∧
  I * k₁ * (b * phase k₁ h - a * phase (-k₁) h) = -(I * k₂ * (t * phase (-k₂) h))

/-- Phase factors multiply when their wavenumbers add. -/
lemma phase_add (p q z : ℝ) : phase (p + q) z = phase p z * phase q z := by
  unfold phase
  rw [← Complex.exp_add]
  congr 1
  push_cast
  ring

lemma phase_mul_neg (q z : ℝ) : phase q z * phase (-q) z = 1 := by
  rw [← phase_add, add_neg_cancel]
  simp [phase]

lemma heightMean_const_mul (s : ℝ) (c : ℂ) (f : ℝ → ℂ) :
    heightMean s (fun z => c * f z) = c * heightMean s f :=
  integral_const_mul c f

/-- The mean of `exp (i q z)` over the Gaussian height is `exp (-q² s² / 2)`. -/
theorem heightMean_phase (s q : ℝ) :
    heightMean s (phase q) = (Real.exp (-(q ^ 2 * s ^ 2) / 2) : ℝ) := by
  have h := charFun_gaussianReal (μ := 0) (v := (s ^ 2).toNNReal) q
  rw [charFun_apply_real, Real.coe_toNNReal _ (sq_nonneg s)] at h
  have e : phase q = fun z : ℝ => Complex.exp (q * z * I) := by
    funext z
    unfold phase
    congr 1
    ring
  rw [e]
  simp only [heightMean]
  rw [h]
  push_cast
  congr 1
  ring

/-- The mean of `exp (i (k₁ + k₂) z)` divided by the mean of `exp (i (k₁ - k₂) z)`
is the Névot-Croce factor. -/
theorem phase_mean_ratio (k₁ k₂ s : ℝ) :
    heightMean s (phase (k₁ + k₂)) / heightMean s (phase (k₁ - k₂))
      = nevotCroce k₁ k₂ s := by
  rw [heightMean_phase, heightMean_phase, ← Complex.ofReal_div, ← Real.exp_sub]
  unfold nevotCroce
  congr 2
  ring

/-- The matching conditions at height `h` hold exactly when the incident and reflected
amplitudes take the stated values in terms of the transmitted amplitude. -/
theorem matches_iff {k₁ : ℝ} (hk : k₁ ≠ 0) (k₂ h : ℝ) (a b t : ℂ) :
    Matches k₁ k₂ h a b t ↔
      2 * k₁ * a = (k₁ + k₂) * t * phase (k₁ - k₂) h ∧
      2 * k₁ * b = (k₁ - k₂) * t * phase (-(k₁ + k₂)) h := by
  have hp := phase_mul_neg k₁ h
  have h2k : (2 * k₁ : ℂ) ≠ 0 := mul_ne_zero two_ne_zero (Complex.ofReal_ne_zero.mpr hk)
  rw [sub_eq_add_neg k₁ k₂, neg_add, phase_add, phase_add]
  constructor
  · rintro ⟨h1, h2⟩
    have h3 : k₁ * (b * phase k₁ h - a * phase (-k₁) h) = -(k₂ * (t * phase (-k₂) h)) :=
      mul_left_cancel₀ I_ne_zero (by linear_combination h2)
    constructor
    · linear_combination phase k₁ h * k₁ * h1 - phase k₁ h * h3 - 2 * k₁ * a * hp
    · linear_combination phase (-k₁) h * k₁ * h1 + phase (-k₁) h * h3 - 2 * k₁ * b * hp
  · rintro ⟨g1, g2⟩
    constructor
    · refine mul_left_cancel₀ h2k ?_
      linear_combination phase (-k₁) h * g1 + phase k₁ h * g2
        + 2 * k₁ * t * phase (-k₂) h * hp
    · linear_combination I / 2 * (phase k₁ h * g2 - phase (-k₁) h * g1)
        - I * k₂ * t * phase (-k₂) h * hp

/-- If the matching conditions hold at height `h`, then `k₁ + k₂` times the reflected amplitude
equals `k₁ - k₂` times the incident amplitude times the phase `exp (-2 i k₁ h)`. -/
theorem local_reflection {k₁ k₂ h : ℝ} {a b t : ℂ} (hm : Matches k₁ k₂ h a b t) :
    (k₁ + k₂) * b = (k₁ - k₂) * a * phase (-(2 * k₁)) h := by
  obtain ⟨h1, h2⟩ := hm
  have hp := phase_mul_neg k₁ h
  have h3 : k₁ * (b * phase k₁ h - a * phase (-k₁) h) = -(k₂ * (t * phase (-k₂) h)) :=
    mul_left_cancel₀ I_ne_zero (by linear_combination h2)
  have e : phase (-(2 * k₁)) h = phase (-k₁) h * phase (-k₁) h := by
    rw [← phase_add]
    congr 1
    ring
  rw [e]
  linear_combination phase (-k₁) h * (h3 + k₂ * h1) - (k₁ + k₂) * b * hp

/-- If both wavenumbers are positive and the transmitted amplitude is nonzero and the same at every
height, the averaged incident amplitude is nonzero, and the averaged reflected amplitude divided by
it is the Fresnel coefficient times the Névot-Croce factor. -/
theorem nevotCroce_reflection {k₁ k₂ : ℝ} (hk₁ : 0 < k₁) (hk₂ : 0 < k₂) (s : ℝ)
    {t : ℂ} (ht : t ≠ 0) {a b : ℝ → ℂ} (hm : ∀ h, Matches k₁ k₂ h (a h) (b h) t) :
    heightMean s a ≠ 0 ∧
    heightMean s b / heightMean s a
      = ((k₁ : ℂ) - k₂) / (k₁ + k₂) * nevotCroce k₁ k₂ s := by
  have hsum : (k₁ : ℂ) + k₂ ≠ 0 := by exact_mod_cast (add_pos hk₁ hk₂).ne'
  have h2k : (2 * k₁ : ℂ) ≠ 0 :=
    mul_ne_zero two_ne_zero (Complex.ofReal_ne_zero.mpr hk₁.ne')
  -- average the two local amplitudes separately
  have hA : 2 * k₁ * heightMean s a
      = (k₁ + k₂) * t * heightMean s (phase (k₁ - k₂)) := by
    rw [← heightMean_const_mul, ← heightMean_const_mul]
    congr 1
    funext h
    exact ((matches_iff hk₁.ne' k₂ h _ _ _).mp (hm h)).1
  have hB : 2 * k₁ * heightMean s b
      = (k₁ - k₂) * t * heightMean s (phase (-(k₁ + k₂))) := by
    rw [← heightMean_const_mul, ← heightMean_const_mul]
    congr 1
    funext h
    exact ((matches_iff hk₁.ne' k₂ h _ _ _).mp (hm h)).2
  have hneg : heightMean s (phase (-(k₁ + k₂))) = heightMean s (phase (k₁ + k₂)) := by
    rw [heightMean_phase, heightMean_phase, neg_sq]
  have hE : heightMean s (phase (k₁ - k₂)) ≠ 0 := by
    rw [heightMean_phase]
    exact Complex.ofReal_ne_zero.mpr (Real.exp_ne_zero _)
  constructor
  · intro h0
    rw [h0, mul_zero] at hA
    exact mul_ne_zero (mul_ne_zero hsum ht) hE hA.symm
  · -- the common factors cancel and the ratio of mean phases remains
    rw [← mul_div_mul_left _ _ h2k, hA, hB, hneg, mul_div_mul_comm,
      mul_div_mul_right _ _ ht, phase_mean_ratio]

/-- If the incident amplitude is the same at every height, the averaged reflected amplitude
is the Fresnel coefficient times the Debye-Waller factor times the incident amplitude. -/
theorem debyeWaller_reflection {k₁ k₂ : ℝ} (hk₁ : 0 < k₁) (hk₂ : 0 < k₂) (s : ℝ)
    {a : ℂ} {b t : ℝ → ℂ} (hm : ∀ h, Matches k₁ k₂ h a (b h) (t h)) :
    heightMean s b = ((k₁ : ℂ) - k₂) / (k₁ + k₂) * debyeWaller k₁ s * a := by
  have hsum : (k₁ : ℂ) + k₂ ≠ 0 := by exact_mod_cast (add_pos hk₁ hk₂).ne'
  have hB : (k₁ + k₂) * heightMean s b
      = (k₁ - k₂) * a * heightMean s (phase (-(2 * k₁))) := by
    rw [← heightMean_const_mul, ← heightMean_const_mul]
    congr 1
    funext h
    exact local_reflection (hm h)
  have hE : heightMean s (phase (-(2 * k₁))) = debyeWaller k₁ s := by
    rw [heightMean_phase]
    unfold debyeWaller
    congr 2
    ring
  rw [hE] at hB
  rw [div_mul_eq_mul_div, div_mul_eq_mul_div, eq_div_iff hsum]
  linear_combination hB

/-- For a rough interface and `k₁ > 0`, the Névot-Croce factor strictly exceeds the
Debye-Waller factor exactly when `k₂ < k₁`. -/
theorem debyeWaller_lt_nevotCroce_iff {k₁ s : ℝ} (hk₁ : 0 < k₁) (hs : s ≠ 0) (k₂ : ℝ) :
    debyeWaller k₁ s < nevotCroce k₁ k₂ s ↔ k₂ < k₁ := by
  have hc : 0 < 2 * k₁ * s ^ 2 := by positivity
  unfold debyeWaller nevotCroce
  rw [Real.exp_lt_exp]
  constructor
  · intro h
    have h' : 2 * k₁ * s ^ 2 * k₂ < 2 * k₁ * s ^ 2 * k₁ := by linarith
    exact lt_of_mul_lt_mul_left h' hc.le
  · intro h
    have h' := mul_lt_mul_of_pos_left h hc
    linarith

end

end RoughInterfaceReflection
```

```lean
#print axioms RoughInterfaceReflection.nevotCroce_reflection
#print axioms RoughInterfaceReflection.debyeWaller_reflection
#print axioms RoughInterfaceReflection.debyeWaller_lt_nevotCroce_iff
```

```
'RoughInterfaceReflection.nevotCroce_reflection' depends on axioms: [propext, Classical.choice, Quot.sound]
'RoughInterfaceReflection.debyeWaller_reflection' depends on axioms: [propext, Classical.choice, Quot.sound]
'RoughInterfaceReflection.debyeWaller_lt_nevotCroce_iff' depends on axioms: [propext, Classical.choice, Quot.sound]
```

## How the proof follows the derivation

`heightMean_phase` takes the Gaussian integral from Mathlib's characteristic function, `charFun_gaussianReal`, in place of the contour shift. `phase_mean_ratio` then combines the two exponentials with `Real.exp_sub`, and `ring` checks the exponent.

`matches_iff` solves the matching conditions in both directions. Each `linear_combination` names the multiples of the two equations to be added, and `phase_mul_neg` supplies $e^{ik_1h}e^{-ik_1h}=1$. `local_reflection` eliminates $t$ in the same way.

In `nevotCroce_reflection`, `hA` and `hB` are the averaged formulas for $a$ and $b$, `hneg` is the evenness of the mean phase, and `hE` says that the mean phase in $\langle a\rangle$ is nonzero. The final rewrite cancels the common factors and applies `phase_mean_ratio`. `debyeWaller_reflection` averages `local_reflection` and divides by $k_1+k_2$.

The comparison theorem uses `Real.exp_lt_exp` to pass to the exponents, then cancels the positive quantity `2 * k₁ * s ^ 2`.
